# Exchange energy of an electron coupled to a core of spin s > 0: the levels −g(N/2 + s) and −g(N/2 − s − 1)

To find its exchange energy with one more electron, an atomic core of N electrons can be described by its full wave function or, in a simpler model, by its spin operators alone. The formal statement takes the second description: the core is three matrices S_x, S_y, S_z that obey the angular momentum relations and have S² = s(s+1). The added electron is described by Pauli matrices.

The energy comes from the exchange of the added electron with each core electron i. With spins **s**_i and **s**_e, the total core spin **S** = Σ_i **s**_i, and one exchange integral g for all pairs, the sum is

−g Σ_i (1/2 + 2 **s**_i·**s**_e) = −g(N/2 + X), X = Σ_a S_a ⊗ σ_a.

For an electron added to an empty s orbital and a core with one open shell, Van Vleck's theorem on atomic terms also derives this form from the Coulomb repulsion within one configuration. There N counts only the electrons of the open shell, whose orbitals all have the same g by rotational symmetry, and the closed shells add a constant. Here the form is the starting point, and its eigenvalues are what is proved.

## The core, the electron and their coupling

```lean
import Mathlib

open Matrix
open scoped Kronecker

namespace VanVleckExchange

noncomputable section

variable {n m : Type*} [Fintype n] [DecidableEq n] [Fintype m] [DecidableEq m]
```

The type `n` labels the basis states of the core, and `m` those of a general finite-dimensional space.

```lean
/-- The Pauli matrix for the x direction. -/
def σx : Matrix (Fin 2) (Fin 2) ℂ := !![0, 1; 1, 0]
```

This is σ_x in the basis ↑, ↓, which `Fin 2` labels.

```lean
/-- The Pauli matrix for the y direction. -/
def σy : Matrix (Fin 2) (Fin 2) ℂ := !![0, -Complex.I; Complex.I, 0]
```

This is σ_y, with −i in the upper right corner.

```lean
/-- The Pauli matrix for the z direction. -/
def σz : Matrix (Fin 2) (Fin 2) ℂ := !![1, 0; 0, -1]
```

This is σ_z. The electron's spin operators are σ_a/2, in units of ħ.

```lean
/-- Three matrices obey the angular momentum relations (with ħ = 1), and their
total square is `s (s + 1)`. -/
structure IsSpin (Sx Sy Sz : Matrix n n ℂ) (s : ℝ) : Prop where
  xy : Sx * Sy - Sy * Sx = Complex.I • Sz
  yz : Sy * Sz - Sz * Sy = Complex.I • Sx
  zx : Sz * Sx - Sx * Sz = Complex.I • Sy
  square : Sx * Sx + Sy * Sy + Sz * Sz = ((s : ℂ) * (s + 1)) • (1 : Matrix n n ℂ)
```

`IsSpin Sx Sy Sz s` says that [S_x, S_y] = iS_z, that its two cyclic companions hold, and that S² = s(s+1). The matrices need not be Hermitian, and s is any real number for which the relations hold. The core may contain several copies of the same spin.

```lean
/-- The coupling `X = ∑ S_a ⊗ σ_a` of a core spin to the spin of one more electron. -/
def coupling (Sx Sy Sz : Matrix n n ℂ) : Matrix (n × Fin 2) (n × Fin 2) ℂ :=
  Sx ⊗ₖ σx + Sy ⊗ₖ σy + Sz ⊗ₖ σz
```

The sign `⊗ₖ` is the Kronecker product, so X acts on pairs (core state, electron spin). Since σ_a is twice the electron's spin operator, X is 2 **S**·**s**_e.

```lean
/-- The exchange energy `-g (N/2 + X)` of one electron with a core of `N` electrons,
`g` being the exchange integral. -/
def exchangeEnergy (g : ℝ) (N : ℕ) (Sx Sy Sz : Matrix n n ℂ) :
    Matrix (n × Fin 2) (n × Fin 2) ℂ :=
  (-(g : ℂ)) • (((N : ℂ) / 2) • (1 : Matrix (n × Fin 2) (n × Fin 2) ℂ) + coupling Sx Sy Sz)
```

This is H = −g(N/2 + X). The number N enters only through the constant N/2, and nothing ties it to s.

```lean
/-- The energy `-g (N/2 + s)`. -/
def parallelLevel (g : ℝ) (N : ℕ) (s : ℝ) : ℝ := -g * (N / 2 + s)
```

Call this energy E_p = −g(N/2 + s).

```lean
/-- The energy `-g (N/2 - s - 1)`. -/
def antiparallelLevel (g : ℝ) (N : ℕ) (s : ℝ) : ℝ := -g * (N / 2 - s - 1)
```

Call this one E_a = −g(N/2 − s − 1). The names "parallel" and "antiparallel" refer to the usual picture of total spin s + 1/2 and s − 1/2; the theorems below don't assign a total spin to either level.

```lean
/-- The number `E` is an eigenvalue of the matrix `A`: some nonzero state `v` has `A v = E v`. -/
def IsEigenvalue (A : Matrix m m ℂ) (E : ℂ) : Prop := ∃ v : m → ℂ, v ≠ 0 ∧ A *ᵥ v = E • v
```

An eigenvalue is a complex number E with a nonzero vector v such that Av = Ev.

## The quadratic equation for X

```lean
/-- The multiplication table of the Pauli matrices. -/
theorem pauli_mul :
    σx * σx = 1 ∧ σy * σy = 1 ∧ σz * σz = 1 ∧
    σx * σy = Complex.I • σz ∧ σy * σx = (-Complex.I) • σz ∧
    σy * σz = Complex.I • σx ∧ σz * σy = (-Complex.I) • σx ∧
    σz * σx = Complex.I • σy ∧ σx * σz = (-Complex.I) • σy := by
  refine ⟨?_, ?_, ?_, ?_, ?_, ?_, ?_, ?_, ?_⟩ <;> ext i j <;> fin_cases i <;> fin_cases j <;>
    simp [σx, σy, σz, Matrix.mul_apply, Fin.sum_univ_two]
```

The table says σ_a² = 1, σ_xσ_y = iσ_z = −σ_yσ_x, and cyclically. Lean compares the matrices entry by entry.

```lean
/-- For a core of spin `s` the coupling satisfies `X² + X = s (s + 1)`. -/
theorem coupling_sq {Sx Sy Sz : Matrix n n ℂ} {s : ℝ} (h : IsSpin Sx Sy Sz s) :
    coupling Sx Sy Sz * coupling Sx Sy Sz + coupling Sx Sy Sz = ((s : ℂ) * (s + 1)) • 1 := by
  obtain ⟨xx, yy, zz, xy, yx, yz, zy, zx, xz⟩ := pauli_mul
  -- a pair of cross terms collapses through the commutator
  have cross : ∀ (A B C : Matrix n n ℂ) (σ : Matrix (Fin 2) (Fin 2) ℂ),
      A * B - B * A = Complex.I • C →
      Complex.I • ((A * B) ⊗ₖ σ) + (-Complex.I) • ((B * A) ⊗ₖ σ) = -(C ⊗ₖ σ) := by
    intro A B C σ hC
    have hAB : A * B = B * A + Complex.I • C := by rw [← hC]; abel
    rw [hAB, Matrix.add_kronecker, Matrix.smul_kronecker, smul_add, smul_smul, Complex.I_mul_I]
    module
  -- the diagonal terms give the square of the core spin
  have diag : (Sx * Sx) ⊗ₖ (1 : Matrix (Fin 2) (Fin 2) ℂ) + (Sy * Sy) ⊗ₖ 1 + (Sz * Sz) ⊗ₖ 1
      = ((s : ℂ) * (s + 1)) • 1 := by
    rw [← Matrix.add_kronecker, ← Matrix.add_kronecker, h.square, Matrix.smul_kronecker,
      Matrix.one_kronecker_one]
  simp only [coupling, add_mul, mul_add, ← Matrix.mul_kronecker_mul, xx, yy, zz, xy, yx, yz,
    zy, zx, xz, Matrix.kronecker_smul]
  linear_combination (norm := module) diag + cross Sx Sy Sz σz h.xy + cross Sy Sz Sx σx h.yz
    + cross Sz Sx Sy σy h.zx
```

The claim is X² + X = s(s+1). By hand,

X² = Σ_ab S_aS_b ⊗ σ_aσ_b.

The terms with a = b give S² ⊗ 1 = s(s+1). The two terms that mix x and y give

S_xS_y ⊗ iσ_z − S_yS_x ⊗ iσ_z = i[S_x, S_y] ⊗ σ_z = −S_z ⊗ σ_z.

The other two pairs give −S_x ⊗ σ_x and −S_y ⊗ σ_y in the same way. Together the cross terms are −X, so X² = s(s+1) − X.

In the proof, `diag` is the first computation and `cross` the second, stated once for all three pairs. The `simp only` step expands X² with the Pauli table, and `linear_combination` adds the four identities.

```lean
/-- For a core of spin `s` the coupling satisfies `(X - s)(X + s + 1) = 0`. -/
theorem coupling_factor {Sx Sy Sz : Matrix n n ℂ} {s : ℝ} (h : IsSpin Sx Sy Sz s) :
    (coupling Sx Sy Sz - (s : ℂ) • 1) * (coupling Sx Sy Sz + ((s : ℂ) + 1) • 1) = 0 := by
  have hsq := coupling_sq h
  simp only [sub_mul, mul_add, smul_mul_assoc, mul_smul_comm, one_mul, mul_one]
  linear_combination (norm := module) hsq
```

Multiplying out gives

(X − s)(X + s + 1) = X² + X − s(s+1) = 0.

```lean
omit [DecidableEq n] in
/-- The coupling is traceless, whatever the three core matrices are. -/
theorem coupling_trace (Sx Sy Sz : Matrix n n ℂ) : (coupling Sx Sy Sz).trace = 0 := by
  simp [coupling, Matrix.trace_add, Matrix.trace_kronecker, σx, σy, σz, Matrix.trace_fin_two]
```

Since tr(A ⊗ B) = tr A · tr B and every Pauli matrix is traceless, tr X = 0. This needs no assumption on the core matrices.

```lean
/-- If `(A - a) B = 0` with `B` nonzero, then `a` is an eigenvalue of `A`. -/
theorem isEigenvalue_of_mul_eq_zero {A B : Matrix m m ℂ} {a : ℂ}
    (h : (A - a • 1) * B = 0) (hB : B ≠ 0) : IsEigenvalue A a := by
  have hAB : A * B = a • B := by
    rw [sub_mul, smul_mul_assoc, one_mul, sub_eq_zero] at h
    exact h
  have hex : ∃ i j, B i j ≠ 0 := by
    by_contra hc
    exact hB (by ext i j; by_contra hij; exact hc ⟨i, j, hij⟩)
  obtain ⟨i, j, hij⟩ := hex
  -- a nonzero column of B is the eigenvector
  refine ⟨fun k => B k j, fun h0 => hij (congrFun h0 i), ?_⟩
  funext k
  have hk := congrFun (congrFun hAB k) j
  simpa [Matrix.mul_apply, Matrix.mulVec, dotProduct] using hk
```

If (A − a)B = 0, then AB = aB, so each column b of B satisfies Ab = ab. As B ≠ 0, some column is nonzero, and that column is an eigenvector.

## From X to the energies

```lean
/-- For a core of spin `s`, every eigenvalue of the exchange energy is
`-g (N/2 + s)` or `-g (N/2 - s - 1)`. -/
theorem exchangeEnergy_eigenvalue {Sx Sy Sz : Matrix n n ℂ} {s : ℝ} (h : IsSpin Sx Sy Sz s)
    (g : ℝ) (N : ℕ) {E : ℂ} (hE : IsEigenvalue (exchangeEnergy g N Sx Sy Sz) E) :
    E = parallelLevel g N s ∨ E = antiparallelLevel g N s := by
  obtain ⟨v, hv, hEv⟩ := hE
  have h1 : exchangeEnergy g N Sx Sy Sz - (parallelLevel g N s : ℂ) • 1
      = (-(g : ℂ)) • (coupling Sx Sy Sz - (s : ℂ) • 1) := by
    simp only [exchangeEnergy, parallelLevel]
    push_cast
    module
  have h2 : exchangeEnergy g N Sx Sy Sz - (antiparallelLevel g N s : ℂ) • 1
      = (-(g : ℂ)) • (coupling Sx Sy Sz + ((s : ℂ) + 1) • 1) := by
    simp only [exchangeEnergy, antiparallelLevel]
    push_cast
    module
  have key : ∀ c : ℂ, (exchangeEnergy g N Sx Sy Sz - c • 1) *ᵥ v = (E - c) • v := by
    intro c
    rw [Matrix.sub_mulVec, hEv, Matrix.smul_mulVec, Matrix.one_mulVec, sub_smul]
  -- the product of the two shifted energies annihilates the eigenvector `v`
  have h0 : ((exchangeEnergy g N Sx Sy Sz - (parallelLevel g N s : ℂ) • 1) *
      (exchangeEnergy g N Sx Sy Sz - (antiparallelLevel g N s : ℂ) • 1)) *ᵥ v = 0 := by
    rw [h1, h2, smul_mul_assoc, mul_smul_comm, coupling_factor h, smul_zero, smul_zero,
      Matrix.zero_mulVec]
  rw [← Matrix.mulVec_mulVec, key, Matrix.mulVec_smul, key, smul_smul] at h0
  rcases mul_eq_zero.mp ((smul_eq_zero.mp h0).resolve_right hv) with h3 | h3
  · exact Or.inr (sub_eq_zero.mp h3)
  · exact Or.inl (sub_eq_zero.mp h3)
```

Every eigenvalue of H is E_p or E_a. Subtracting each level from H gives

H − E_p = −g(X − s),
H − E_a = −g(X + s + 1).

These are `h1` and `h2`. Their product is g²(X − s)(X + s + 1) = 0. Applied to an eigenvector v with Hv = Ev, it yields

(E − E_p)(E − E_a)v = 0.

Since v ≠ 0, one of the numerical factors vanishes. The argument never divides by g, so it also holds for g = 0.

```lean
/-- For a core of spin `s > 0` on a nonzero state space, the eigenvalues of the exchange energy
are exactly `-g (N/2 + s)` and `-g (N/2 - s - 1)`. -/
theorem exchangeEnergy_spectrum [Nonempty n] {Sx Sy Sz : Matrix n n ℂ} {s : ℝ}
    (h : IsSpin Sx Sy Sz s) (hs : 0 < s) (g : ℝ) (N : ℕ) (E : ℂ) :
    IsEigenvalue (exchangeEnergy g N Sx Sy Sz) E ↔
      E = parallelLevel g N s ∨ E = antiparallelLevel g N s := by
  -- the coupling is traceless and the core has a state, so it is no nonzero multiple of the identity
  have hne : ∀ c : ℂ, c ≠ 0 → coupling Sx Sy Sz ≠ c • 1 := by
    intro c hc hX
    have ht := coupling_trace Sx Sy Sz
    rw [hX, Matrix.trace_smul, Matrix.trace_one, smul_eq_mul] at ht
    exact mul_ne_zero hc (Nat.cast_ne_zero.mpr Fintype.card_ne_zero) ht
  have hs0 : (s : ℂ) ≠ 0 := Complex.ofReal_ne_zero.mpr hs.ne'
  have hs1 : -((s : ℂ) + 1) ≠ 0 := by
    have h1 : s + 1 ≠ 0 := by positivity
    exact neg_ne_zero.mpr (by exact_mod_cast h1)
  have up : IsEigenvalue (coupling Sx Sy Sz) (s : ℂ) := by
    refine isEigenvalue_of_mul_eq_zero (coupling_factor h) fun h0 => hne _ hs1 ?_
    rw [neg_smul]
    exact eq_neg_of_add_eq_zero_left h0
  have down : IsEigenvalue (coupling Sx Sy Sz) (-((s : ℂ) + 1)) := by
    refine isEigenvalue_of_mul_eq_zero (B := coupling Sx Sy Sz - (s : ℂ) • 1) ?_
      fun h0 => hne _ hs0 (sub_eq_zero.mp h0)
    have hsq := coupling_sq h
    simp only [sub_mul, mul_sub, smul_mul_assoc, mul_smul_comm, one_mul, mul_one]
    linear_combination (norm := module) hsq
  -- an eigenvector of the coupling is one of the exchange energy
  have lift : ∀ x : ℂ, IsEigenvalue (coupling Sx Sy Sz) x →
      IsEigenvalue (exchangeEnergy g N Sx Sy Sz) (-(g : ℂ) * ((N : ℂ) / 2 + x)) := by
    rintro x ⟨v, hv, hx⟩
    refine ⟨v, hv, ?_⟩
    rw [exchangeEnergy, Matrix.smul_mulVec, Matrix.add_mulVec, Matrix.smul_mulVec,
      Matrix.one_mulVec, hx]
    module
  constructor
  · exact exchangeEnergy_eigenvalue h g N
  · rintro (rfl | rfl)
    · convert lift _ up using 1
      simp only [parallelLevel]
      push_cast
      ring
    · convert lift _ down using 1
      simp only [antiparallelLevel]
      push_cast
      ring
```

For s > 0 and at least one core state, both levels occur. If X + s + 1 were zero, X would be −(s+1) times the identity, whose trace is nonzero, against tr X = 0. So X + s + 1 ≠ 0, and by the column argument s is an eigenvalue of X; this is `up`. The two factors commute, and X − s ≠ 0 for the same reason, so −(s+1) is an eigenvalue too; this is `down`. The step `lift` carries an eigenvector of X over to H, with x becoming −g(N/2 + x).

The condition s > 0 can't be relaxed to s ≥ 0. Take a core with one state and S_a = 0, so that s = 0. Then X = 0, and H has the single eigenvalue −gN/2. For g ≠ 0 the level −g(N/2 − 1) is missing.

```lean
/-- The level `-g (N/2 - s - 1)` minus the level `-g (N/2 + s)` is `g (2 s + 1)`. -/
theorem level_separation (g : ℝ) (N : ℕ) (s : ℝ) :
    antiparallelLevel g N s - parallelLevel g N s = g * (2 * s + 1) := by
  simp only [antiparallelLevel, parallelLevel]
  ring
```

The difference is E_a − E_p = g(2s + 1). In electronic structure this is the splitting between the high-spin and low-spin terms of a core plus one electron, in a model with fixed core spin and a single exchange integral.

Take N = 1, s = 1/2 and g = 1, with S_a = σ_a/2. Then

X|↑↑⟩ = ½|↑↑⟩,
X|↑↓⟩ = −½|↑↓⟩ + |↓↑⟩,
X|↓↑⟩ = |↑↓⟩ − ½|↓↑⟩,
X|↓↓⟩ = ½|↓↓⟩.

The triplet states have X = 1/2 and energy −1. The singlet (|↑↓⟩ − |↓↑⟩)/√2 has X = −3/2 and energy +1. The separation is 2 = g(2s + 1).

```lean
/-- The Cartesian spin-one matrices form a core spin with `s = 1`. -/
theorem isSpin_witness :
    IsSpin !![0, 0, 0; 0, 0, -Complex.I; 0, Complex.I, 0]
      !![0, 0, Complex.I; 0, 0, 0; -Complex.I, 0, 0]
      !![0, -Complex.I, 0; Complex.I, 0, 0; 0, 0, 0] 1 := by
  constructor <;> ext i j <;> fin_cases i <;> fin_cases j <;>
    simp

end

end VanVleckExchange
```

These are the spin-one matrices in the Cartesian basis, (S_a)_bc = −iε_abc, where ε_abc is the antisymmetric symbol with ε_xyz = 1. Lean verifies the four relations entry by entry, so `IsSpin` is satisfied by an actual core with s = 1. With N = 2 its levels are −2g and g, which lie 3g apart.

```lean
#print axioms VanVleckExchange.exchangeEnergy_spectrum
-- 'VanVleckExchange.exchangeEnergy_spectrum' depends on axioms: [propext, Classical.choice, Quot.sound]
#print axioms VanVleckExchange.level_separation
-- 'VanVleckExchange.level_separation' depends on axioms: [propext, Classical.choice, Quot.sound]
```
